# The minimum of the averaged coupled-pair functional for separated pairs

The theorem `acpf_isLeast` concerns a model of n ≥ 1 separated pairs, each with one real amplitude cᵢ and a real coupling Kᵢ, and all with the same parameter D > 0; no term couples the amplitudes of different pairs. It states that the averaged coupled-pair functional (2 ∑ Kᵢcᵢ + 2D ∑ cᵢ²) / (1 + (∑ cᵢ²)/n) attains a minimum over all real amplitudes, and that this minimum is n(D − R), where R = √(D² + (∑ Kᵢ²)/n). To show that the value is attained, the attempt inserts the amplitudes cᵢ = −Kᵢ/(D + R). To show that no amplitudes give less, it expands the non-negative sum ∑ (Kᵢ + (D + R)cᵢ)² and divides out the positive factor D + R.

An attempt in Lean 4 with a fault in it:

```lean
import Mathlib

open Matrix

namespace AcpfIsLeast

noncomputable section

variable {ι : Type*} [Fintype ι]

/-- The averaged coupled-pair functional of the amplitudes `c` for separated pairs with
couplings `K`, defined for a nonempty set of fragments. -/
def acpf (D : ℝ) (K c : ι → ℝ) : ℝ :=
  (2 * ∑ i, K i * c i + 2 * D * ∑ i, c i ^ 2) / (1 + (∑ i, c i ^ 2) / Fintype.card ι)

/-- The root `√(D² + mean of K²)` formed with the mean square coupling of a nonempty set of
fragments. -/
def meanRoot (D : ℝ) (K : ι → ℝ) : ℝ := √(D ^ 2 + (∑ i, K i ^ 2) / Fintype.card ι)

/-- The closed expression `n (D - √(D² + mean of K²))` for `n` fragments, `n ≥ 1`. -/
def acpfEnergy (D : ℝ) (K : ι → ℝ) : ℝ := Fintype.card ι * (D - meanRoot D K)

/-- The summed squared couplings of `n ≥ 1` fragments, factorised through the mean root. -/
theorem sum_sq_coupling [Nonempty ι] (D : ℝ) (K : ι → ℝ) :
    ∑ i, K i ^ 2 = Fintype.card ι * (meanRoot D K - D) * (D + meanRoot D K) := by
  have hn : (0 : ℝ) < Fintype.card ι := by exact_mod_cast Fintype.card_pos
  have hR : meanRoot D K ^ 2 = D ^ 2 + (∑ i, K i ^ 2) / Fintype.card ι :=
    Real.sq_sqrt (by positivity)
  have h := div_mul_cancel₀ (∑ i, K i ^ 2) hn.ne'
  linear_combination -(Fintype.card ι : ℝ) * hR - h

/-- For `D > 0` and at least one fragment, the averaged coupled-pair functional attains its
minimum over all real amplitudes, and the minimum is `acpfEnergy D K`. -/
theorem acpf_isLeast [Nonempty ι] {D : ℝ} (hD : 0 < D) (K : ι → ℝ) :
    IsLeast (Set.range (acpf D K)) (acpfEnergy D K) := by
  have hn : (0 : ℝ) < Fintype.card ι := by exact_mod_cast Fintype.card_pos
  have hS := sum_sq_coupling D K
  have hR : 0 < meanRoot D K := by unfold meanRoot; positivity
  have ha : 0 < D + meanRoot D K := by positivity
  have ha' := ha.ne'
  unfold acpfEnergy
  constructor
  · -- the stationary amplitudes are proportional to the couplings
    refine ⟨fun i => -K i / (D + meanRoot D K), ?_⟩
    have h1 : ∑ i, K i * (-K i / (D + meanRoot D K)) =
        -(Fintype.card ι * (meanRoot D K - D)) := by
      calc _ = (∑ i, K i ^ 2) * (-1 / (D + meanRoot D K)) := by
            rw [Finset.sum_mul]
            exact Finset.sum_congr rfl fun i _ => by ring
        _ = _ := by rw [hS]; field_simp
    have h2 : ∑ i, (-K i / (D + meanRoot D K)) ^ 2 =
        Fintype.card ι * (meanRoot D K - D) / (D + meanRoot D K) := by
      calc _ = (∑ i, K i ^ 2) * (1 / (D + meanRoot D K) ^ 2) := by
            rw [Finset.sum_mul]
            exact Finset.sum_congr rfl fun i _ => by ring
        _ = _ := by rw [hS]; field_simp
    have hden : 1 + Fintype.card ι * (meanRoot D K - D) / (D + meanRoot D K) /
        Fintype.card ι = 2 * meanRoot D K / (D + meanRoot D K) := by
      field_simp <;> ring
    simp only [acpf]
    rw [h1, h2, hden, div_eq_iff (by positivity)]
    field_simp <;> ring
  · -- completing the square bounds the functional from below
    rintro _ ⟨c, rfl⟩
    have hsq : 0 ≤ ∑ i, (K i + (D + meanRoot D K) * c i) ^ 2 :=
      Finset.sum_nonneg fun i _ => sq_nonneg _
    have hexp : ∑ i, (K i + (D + meanRoot D K) * c i) ^ 2 = ∑ i, K i ^ 2 +
        2 * (D + meanRoot D K) * ∑ i, K i * c i + (D + meanRoot D K) ^ 2 * ∑ i, c i ^ 2 := by
      rw [Finset.mul_sum, Finset.mul_sum, ← Finset.sum_add_distrib, ← Finset.sum_add_distrib]
      exact Finset.sum_congr rfl fun i _ => by ring
    rw [hexp, hS] at hsq
    have h : 0 ≤ Fintype.card ι * (meanRoot D K - D) + 2 * ∑ i, K i * c i +
        (D + meanRoot D K) * ∑ i, c i ^ 2 :=
      (mul_nonneg_iff_of_pos_left ha).1 (hsq.trans_eq (by ring))
    have e : Fintype.card ι * (D - meanRoot D K) * (1 + (∑ i, c i ^ 2) / Fintype.card ι) =
        Fintype.card ι * (D - meanRoot D K) + (D - meanRoot D K) * ∑ i, c i ^ 2 := by
      field_simp <;> ring
    unfold acpf
    rw [le_div_iff₀ (by positivity), e]
    linarith

end

end AcpfIsLeast
```

The error:

```
Try this:
  [apply] ring_nf
  
  The `ring` tactic failed to close the goal. Use `ring_nf` to obtain a normal form.
    
  Note that `ring` works primarily in *commutative* rings. If you have a noncommutative ring, abelian group or module, consider using `noncomm_ring`, `abel` or `module` instead.
Main.lean:55:50: error: unsolved goals
ι : Type u_1
inst✝¹ : Fintype ι
inst✝ : Nonempty ι
D : ℝ
hD : 0 < D
K : ι → ℝ
hn : 0 < ↑(Fintype.card ι)
hS : ∑ i, K i ^ 2 = ↑(Fintype.card ι) * (meanRoot D K - D) * (D + meanRoot D K)
hR : 0 < meanRoot D K
ha : 0 < D + meanRoot D K
ha' : D + meanRoot D K ≠ 0
h1 : ∑ i, K i * (-K i / (D + meanRoot D K)) = -(↑(Fintype.card ι) * (meanRoot D K - D))
i : ι
x✝ : i ∈ Finset.univ
⊢ K i ^ 2 * (D + meanRoot D K)⁻¹ ^ 2 = K i ^ 2 * (D * meanRoot D K * 2 + D ^ 2 + meanRoot D K ^ 2)⁻¹
```

This version goes through:

```diff
@@ -53,12 +53,14 @@
       calc _ = (∑ i, K i ^ 2) * (1 / (D + meanRoot D K) ^ 2) := by
             rw [Finset.sum_mul]
-            exact Finset.sum_congr rfl fun i _ => by ring
+            exact Finset.sum_congr rfl fun i _ => by rw [div_pow]; ring
         _ = _ := by rw [hS]; field_simp
     have hden : 1 + Fintype.card ι * (meanRoot D K - D) / (D + meanRoot D K) /
         Fintype.card ι = 2 * meanRoot D K / (D + meanRoot D K) := by
-      field_simp <;> ring
+      field_simp
+      ring
     simp only [acpf]
     rw [h1, h2, hden, div_eq_iff (by positivity)]
-    field_simp <;> ring
+    field_simp
+    ring
   · -- completing the square bounds the functional from below
     rintro _ ⟨c, rfl⟩
@@ -75,5 +77,5 @@
     have e : Fintype.card ι * (D - meanRoot D K) * (1 + (∑ i, c i ^ 2) / Fintype.card ι) =
         Fintype.card ι * (D - meanRoot D K) + (D - meanRoot D K) * ∑ i, c i ^ 2 := by
-      field_simp <;> ring
+      field_simp
     unfold acpf
     rw [le_div_iff₀ (by positivity), e]
```

The only error is in `h2`, the sum of the squared trial amplitudes, where `ring` must show for each `i` that `(-K i / (D + meanRoot D K)) ^ 2` equals `K i ^ 2 * (1 / (D + meanRoot D K) ^ 2)`. The two sides are equal, but the goal left over shows that `ring` brought them to different forms. On the left it kept the square of the inverse of the sum, while on the right it multiplied out the square inside the inverse, and it did not identify the two. The "Try this" message reports the same failure, and its `ring_nf` is no cure, since the goal shown is already what normalisation left.

The repair first rewrites with `div_pow`, which turns the left side into `(-K i) ^ 2 / (D + meanRoot D K) ^ 2`. Both sides then divide by the same square, and `ring` closes the goal.

The other changes are tidying, as no message concerns those lines: two uses of `field_simp <;> ring` become separate steps, and a third loses its `ring` because `field_simp` alone closes the goal.
